# The Hartree-Fock-Bogoliubov energy of a quasiparticle vacuum with finitely many modes

Take two fermion states that are both empty with amplitude 3/5 and both filled with amplitude 4/5. They are both filled with probability 16/25 = 400/625. The Hartree-Fock expression, which knows only the one-particle density matrix, gives (16/25)² = 256/625. A repulsion or attraction between the two particles is then underestimated, because the pair correlation (12/25)² = 144/625 is missing.

The energy below contains that term. Let Ω be the vacuum of fermionic modes b_k, and let the particle operators be

a_p = Σ_k (U_pk b_k + V_pk b_k†).

With γ_pq = ⟨a_p†a_q⟩ and κ_pq = ⟨a_q a_p⟩, where ⟨X⟩ is the expectation value in Ω, the Hamiltonian

H = Σ h_pq a_p†a_q + ¼ Σ v_pqrs a_p†a_q†a_s a_r

has the expectation value

⟨H⟩ = Σ h_pq γ_pq + ½ Σ v_pqrs γ_pr γ_qs + ¼ Σ v_pqrs conj(κ_pq) κ_rs,

provided that v_pqrs = −v_pqsr. For a given Hamiltonian of this form, the Hartree-Fock-Bogoliubov method seeks a minimum of this energy among such vacua, usually with the mean particle number held fixed, since a vacuum with pairing has no definite particle number. That a real ground state is well approximated by such a vacuum is a physical assumption, which no hypothesis here supplies.

## Five conditions on the modes and their vacuum

In Lean 4 with Mathlib:

```lean
import Mathlib

open scoped InnerProductSpace ComplexConjugate
open Matrix

namespace HFBEnergy

noncomputable section

variable {E K P : Type*} [NormedAddCommGroup E] [InnerProductSpace ℂ E] [DecidableEq K]

/-- Fermionic modes `b k` with adjoints `bd k`, obeying the canonical anticommutation
relations, and a unit vector `Ω` annihilated by every `b k`. -/
structure IsVacuum (b bd : K → Module.End ℂ E) (Ω : E) : Prop where
  adj : ∀ k x y, ⟪b k x, y⟫_ℂ = ⟪x, bd k y⟫_ℂ
  anti : ∀ k l, b k * b l + b l * b k = 0
  car : ∀ k l, b k * bd l + bd l * b k = if k = l then 1 else 0
  vac : ∀ k, b k Ω = 0
  unit : ‖Ω‖ = 1
```

`IsVacuum` says that `bd k` is the adjoint of `b k` (`adj`), that the canonical anticommutation relations (CAR) hold (`anti`, `car`), that every `b k` annihilates Ω (`vac`), and that Ω has norm one (`unit`). The operators are linear maps on a complex inner product space `E`, and `*` is their composition.

```lean
/-- The expectation value `⟨Ω, X Ω⟩`. -/
def expect (Ω : E) (X : Module.End ℂ E) : ℂ := ⟪Ω, X Ω⟫_ℂ

variable [Fintype K] {b bd : K → Module.End ℂ E} {Ω : E}

/-- The linear field `Σ_k (u_k b_k + v_k b_k†)`. -/
def linField (b bd : K → Module.End ℂ E) (u v : K → ℂ) : Module.End ℂ E :=
  ∑ k, (u k • b k + v k • bd k)

/-- The particle annihilator `a_p = Σ_k (U_pk b_k + V_pk b_k†)`. -/
def ann (b bd : K → Module.End ℂ E) (U V : Matrix P K ℂ) (p : P) : Module.End ℂ E :=
  linField b bd (U p) (V p)

/-- The particle creator `a_p† = Σ_k (conj V_pk b_k + conj U_pk b_k†)`. -/
def cre (b bd : K → Module.End ℂ E) (U V : Matrix P K ℂ) (p : P) : Module.End ℂ E :=
  linField b bd (fun k => conj (V p k)) (fun k => conj (U p k))

/-- The normal density matrix `γ_pq = ⟨a_p† a_q⟩`. -/
def gam (b bd : K → Module.End ℂ E) (Ω : E) (U V : Matrix P K ℂ) (p q : P) : ℂ :=
  expect Ω (cre b bd U V p * ann b bd U V q)

/-- The pairing tensor `κ_pq = ⟨a_q a_p⟩`. -/
def kap (b bd : K → Module.End ℂ E) (Ω : E) (U V : Matrix P K ℂ) (p q : P) : ℂ :=
  expect Ω (ann b bd U V q * ann b bd U V p)

/-- The Hamiltonian `Σ h_pq c_p a_q + ¼ Σ v_pqrs c_p c_q a_s a_r`. -/
def hamiltonian [Fintype P] (h : P → P → ℂ) (v : P → P → P → P → ℂ) (c a : P → Module.End ℂ E) :
    Module.End ℂ E :=
  (∑ p, ∑ q, h p q • (c p * a q)) +
    (1 / 4 : ℂ) • (∑ p, ∑ q, ∑ r, ∑ s, v p q r s • (c p * c q * a s * a r))
```

Both γ and κ are defined as expectation values, not as formulas in U and V. Some texts use the transpose of this γ, or write conj(V) where V stands here. In the lemmas on `linField`, `u` and `v` are field coefficients; in the Hamiltonian, `v` is the interaction. Neither h nor v is assumed Hermitian, so the identity also holds for complex "energies".

## Adjointness: b_k† creates what b_k removes

Taking adjoints term by term turns Σ_k (u_k b_k + v_k b_k†) into Σ_k (conj(v_k) b_k + conj(u_k) b_k†). This confirms that `cre` is the adjoint of `ann`.

```lean
/-- The adjoint of `Σ_k (u_k b_k + v_k b_k†)` is `Σ_k (conj v_k b_k + conj u_k b_k†)`. -/
theorem linField_adjoint (hb : IsVacuum b bd Ω) (u v : K → ℂ) (x y : E) :
    ⟪linField b bd u v x, y⟫_ℂ =
      ⟪x, linField b bd (fun k => conj (v k)) (fun k => conj (u k)) y⟫_ℂ := by
  have hbd : ∀ k x y, ⟪bd k x, y⟫_ℂ = ⟪x, b k y⟫_ℂ := fun k x y => by
    rw [← inner_conj_symm (bd k x) y, ← hb.adj, inner_conj_symm]
  simp only [linField, LinearMap.sum_apply, LinearMap.add_apply, LinearMap.smul_apply,
    sum_inner, inner_sum, inner_add_left, inner_add_right, inner_smul_left,
    inner_smul_right, hb.adj, hbd]
  exact Finset.sum_congr rfl fun k _ => add_comm _ _
```

The energy proof uses `adj` twice: to derive {b_k†, b_l†} = 0 from {b_l, b_k} = 0, and to obtain ⟨Ω, b_k† y⟩ = ⟨b_k Ω, y⟩ = 0. Without it, one could put b + b† in place of b† for a single mode. The other four conditions would still hold, but the square of this "creator" has expectation value 1, where the two-field formula below gives 0.

## Anticommutation: the source of the signs

For fields A_i = Σ_k (u_ik b_k + v_ik b_k†), expanding the products and applying the CAR leaves only a number:

A_i A_j + A_j A_i = Σ_k (u_ik v_jk + v_ik u_jk).

```lean
/-- Two linear fields anticommute to the number `Σ_k (u_k v'_k + v_k u'_k)`. -/
theorem linField_anticomm (hb : IsVacuum b bd Ω) (u v u' v' : K → ℂ) :
    linField b bd u v * linField b bd u' v' + linField b bd u' v' * linField b bd u v =
      (∑ k, (u k * v' k + v k * u' k)) • (1 : Module.End ℂ E) := by
  -- creators anticommute because annihilators do
  have hcc : ∀ k l, bd k * bd l + bd l * bd k = 0 := fun k l => by
    refine LinearMap.ext fun y => ext_inner_left ℂ fun x => ?_
    have h := congrArg (fun T : Module.End ℂ E => ⟪T x, y⟫_ℂ) (hb.anti l k)
    simp only [LinearMap.add_apply, Module.End.mul_apply, LinearMap.zero_apply,
      inner_add_left, inner_zero_left, hb.adj] at h
    simp only [LinearMap.add_apply, Module.End.mul_apply, LinearMap.zero_apply,
      inner_add_right, inner_zero_right]
    exact h
  have key : ∀ k l, (u k • b k + v k • bd k) * (u' l • b l + v' l • bd l) +
      (u' l • b l + v' l • bd l) * (u k • b k + v k • bd k) =
      if k = l then (u k * v' l + v k * u' l) • (1 : Module.End ℂ E) else 0 := by
    intro k l
    have e : (u k • b k + v k • bd k) * (u' l • b l + v' l • bd l) +
        (u' l • b l + v' l • bd l) * (u k • b k + v k • bd k) =
        (u k * u' l) • (b k * b l + b l * b k) + (u k * v' l) • (b k * bd l + bd l * b k) +
        (v k * u' l) • (b l * bd k + bd k * b l) +
        (v k * v' l) • (bd k * bd l + bd l * bd k) := by
      simp only [add_mul, mul_add, smul_mul_assoc, mul_smul_comm]
      module
    rw [e, hb.anti, hb.car k l, hb.car l k, hcc]
    by_cases hkl : k = l
    · subst hkl
      simp [add_smul]
    · have hlk : ¬ l = k := fun h => hkl h.symm
      simp [hkl, hlk]
  have h2 : linField b bd u' v' * linField b bd u v =
      ∑ k, ∑ l, (u' l • b l + v' l • bd l) * (u k • b k + v k • bd k) := by
    unfold linField
    rw [Finset.sum_mul_sum, Finset.sum_comm]
  rw [h2]
  unfold linField
  rw [Finset.sum_mul_sum]
  simp only [← Finset.sum_add_distrib, key, Finset.sum_ite_eq, Finset.mem_univ, if_true,
    Finset.sum_smul]
```

In the proof, `hcc` supplies the relation for creators, and `key` treats one pair of modes k, l; only k = l survives the double sum.

Let A_i⁻ = Σ_k u_ik b_k be the annihilation part, and let c_ij = Σ_k u_ik v_jk. Setting the creation coefficients of the first field to zero gives

A_i⁻ A_j = c_ij − A_j A_i⁻.

```lean
/-- An annihilation field moves to the right past a linear field at the cost of a sign and
the contraction `Σ_k u_k v'_k`. -/
theorem move_right (hb : IsVacuum b bd Ω) (u u' v' : K → ℂ) (y : E) :
    linField b bd u 0 (linField b bd u' v' y) =
      (∑ k, u k * v' k) • y - linField b bd u' v' (linField b bd u 0 y) := by
  have h := LinearMap.congr_fun (linField_anticomm hb u 0 u' v') y
  simp only [LinearMap.add_apply, Module.End.mul_apply, LinearMap.smul_apply,
    Module.End.one_apply, Pi.zero_apply, zero_mul, add_zero] at h
  exact eq_sub_of_add_eq h
```

With bosonic commutators the minus sign would be a plus. For one bosonic mode ⟨b b b† b†⟩ = 2, whereas the fermionic rule gives −1 + 1 = 0.

## The vacuum condition: half of each field disappears

Since b_k Ω = 0, the annihilation part gives A_i⁻Ω = 0. By adjointness the creation part vanishes against Ω on the left, so ⟨Ω, A_i y⟩ = ⟨Ω, A_i⁻ y⟩ for every vector y.

```lean
/-- Next to the vacuum, only the annihilation part of a field acts to the right of `⟨Ω|`,
and that part annihilates `Ω`. -/
theorem vacuum_sides (hb : IsVacuum b bd Ω) (u v : K → ℂ) :
    (∀ y, ⟪Ω, linField b bd u v y⟫_ℂ = ⟪Ω, linField b bd u 0 y⟫_ℂ) ∧
      linField b bd u 0 Ω = 0 := by
  have h0 : ∀ k y, ⟪Ω, bd k y⟫_ℂ = 0 := fun k y => by
    rw [← hb.adj, hb.vac, inner_zero_left]
  constructor
  · intro y
    simp only [linField, LinearMap.sum_apply, LinearMap.add_apply, LinearMap.smul_apply,
      inner_sum, inner_add_right, inner_smul_right, h0, Pi.zero_apply, zero_smul,
      mul_zero, add_zero]
  · simp [linField, LinearMap.sum_apply, hb.vac]
```

For a state that is not a quasiparticle vacuum the energy formula can fail. Take a_p = b_p for four modes and replace Ω by (b_0†b_1† + b_2†b_3†)Ω/√2. Modes 0 and 1 are then both filled with probability ½, but γ_00 γ_11 = ¼, while γ_01 and κ_01 vanish.

## Unit norm: contractions become expectation values

Moving A_1⁻ to the right until it meets Ω gives

⟨A_1 A_2⟩ = c_12 ⟨Ω, Ω⟩ − ⟨A_2 A_1⁻⟩ = c_12.

```lean
/-- The vacuum expectation value of two linear fields is `Σ_k u_k v'_k`. -/
theorem two_point (hb : IsVacuum b bd Ω) (u v u' v' : K → ℂ) :
    expect Ω (linField b bd u v * linField b bd u' v') = ∑ k, u k * v' k := by
  have h1 : ⟪Ω, Ω⟫_ℂ = 1 := by
    rw [inner_self_eq_norm_sq_to_K, hb.unit]
    simp
  rw [expect, Module.End.mul_apply, (vacuum_sides hb u v).1, move_right hb,
    (vacuum_sides hb u v).2, map_zero, sub_zero, inner_smul_right, h1, mul_one]
```

Hence γ_pq = Σ_k conj(V_pk) V_qk, κ_pq = Σ_k U_qk V_pk, and ⟨a_p†a_q†⟩ = Σ_k conj(V_pk) conj(U_qk) = conj(κ_pq).

For four fields, the same movement passes three of them:

⟨A_1 A_2 A_3 A_4⟩ = c_12 ⟨A_3 A_4⟩ − ⟨A_2 A_1⁻ A_3 A_4⟩
= c_12 ⟨A_3 A_4⟩ − c_13 ⟨A_2 A_4⟩ + ⟨A_2 A_3 A_1⁻ A_4⟩
= c_12 ⟨A_3 A_4⟩ − c_13 ⟨A_2 A_4⟩ + c_14 ⟨A_2 A_3⟩.

The last remainder, −⟨A_2 A_3 A_4 A_1⁻⟩, is zero. Replacing each c_ij by ⟨A_i A_j⟩ gives Wick's theorem for the vacuum expectation value of four fields, the only case needed.

```lean
/-- Wick's theorem for the vacuum expectation value of four linear fields. -/
theorem wick_four (hb : IsVacuum b bd Ω) (u₁ v₁ u₂ v₂ u₃ v₃ u₄ v₄ : K → ℂ) :
    expect Ω (linField b bd u₁ v₁ * linField b bd u₂ v₂ * linField b bd u₃ v₃ *
        linField b bd u₄ v₄) =
      expect Ω (linField b bd u₁ v₁ * linField b bd u₂ v₂) *
        expect Ω (linField b bd u₃ v₃ * linField b bd u₄ v₄) -
      expect Ω (linField b bd u₁ v₁ * linField b bd u₃ v₃) *
        expect Ω (linField b bd u₂ v₂ * linField b bd u₄ v₄) +
      expect Ω (linField b bd u₁ v₁ * linField b bd u₄ v₄) *
        expect Ω (linField b bd u₂ v₂ * linField b bd u₃ v₃) := by
  rw [two_point hb u₁ v₁ u₂ v₂, two_point hb u₁ v₁ u₃ v₃, two_point hb u₁ v₁ u₄ v₄]
  simp only [expect, Module.End.mul_apply]
  -- carry the annihilation part of the first field through the other three
  rw [(vacuum_sides hb u₁ v₁).1, move_right hb u₁ u₂ v₂, move_right hb u₁ u₃ v₃,
    move_right hb u₁ u₄ v₄, (vacuum_sides hb u₁ v₁).2]
  simp only [map_sub, map_smul, map_zero, sub_zero, inner_sub_right, inner_smul_right]
  ring
```

The three uses of `move_right` are these three passages. If ⟨Ω, Ω⟩ were N, the four-field value would carry one factor N and the products of two-field values N².

## Antisymmetry of v: exchange joins the direct term

Inserting a_p†, a_q†, a_s, a_r in this order gives

⟨a_p†a_q†a_s a_r⟩ = conj(κ_pq) κ_rs − γ_ps γ_qr + γ_pr γ_qs.

The hypothesis `hv` says that the interaction elements are antisymmetrised in their last two indices. Exchanging the names r and s, then using it, gives

Σ v_pqrs γ_ps γ_qr = Σ v_pqsr γ_pr γ_qs = −Σ v_pqrs γ_pr γ_qs.

The direct and exchange terms therefore contribute equally, and ¼ + ¼ = ½.

```lean
/-- The Hartree-Fock-Bogoliubov energy: the vacuum expectation value of the Hamiltonian in
terms of `γ` and `κ`, for `v` antisymmetric in its last two indices. -/
theorem hfb_energy [Fintype P] (hb : IsVacuum b bd Ω) (U V : Matrix P K ℂ) (h : P → P → ℂ)
    (v : P → P → P → P → ℂ) (hv : ∀ p q r s, v p q r s = -v p q s r) :
    expect Ω (hamiltonian h v (cre b bd U V) (ann b bd U V)) =
      (∑ p, ∑ q, h p q * gam b bd Ω U V p q) +
      1 / 2 * (∑ p, ∑ q, ∑ r, ∑ s,
        v p q r s * (gam b bd Ω U V p r * gam b bd Ω U V q s)) +
      1 / 4 * (∑ p, ∑ q, ∑ r, ∑ s,
        v p q r s * (conj (kap b bd Ω U V p q) * kap b bd Ω U V r s)) := by
  have hcc : ∀ p q, expect Ω (cre b bd U V p * cre b bd U V q) =
      conj (kap b bd Ω U V p q) := fun p q => by
    unfold kap cre ann
    rw [two_point hb, two_point hb, map_sum]
    exact Finset.sum_congr rfl fun k _ => by rw [map_mul, mul_comm]
  have wick : ∀ p q r s, expect Ω (cre b bd U V p * cre b bd U V q * ann b bd U V s *
      ann b bd U V r) = conj (kap b bd Ω U V p q) * kap b bd Ω U V r s -
      gam b bd Ω U V p s * gam b bd Ω U V q r +
      gam b bd Ω U V p r * gam b bd Ω U V q s := fun p q r s => by
    rw [← hcc]
    exact wick_four hb _ _ _ _ _ _ _ _
  -- the exchange term equals minus the direct term
  have hx : ∀ g : P → P → ℂ, ∑ p, ∑ q, ∑ r, ∑ s, v p q r s * (g p s * g q r) =
      -∑ p, ∑ q, ∑ r, ∑ s, v p q r s * (g p r * g q s) := fun g => by
    simp only [← Finset.sum_neg_distrib]
    refine Finset.sum_congr rfl fun p _ => Finset.sum_congr rfl fun q _ => ?_
    rw [Finset.sum_comm]
    refine Finset.sum_congr rfl fun r _ => Finset.sum_congr rfl fun s _ => ?_
    rw [hv p q s r]
    ring
  have hlin : expect Ω (hamiltonian h v (cre b bd U V) (ann b bd U V)) =
      (∑ p, ∑ q, h p q * gam b bd Ω U V p q) + 1 / 4 * (∑ p, ∑ q, ∑ r, ∑ s, v p q r s *
        expect Ω (cre b bd U V p * cre b bd U V q * ann b bd U V s * ann b bd U V r)) := by
    simp only [gam, expect, hamiltonian, LinearMap.add_apply, LinearMap.smul_apply,
      LinearMap.sum_apply, inner_add_right, inner_smul_right, inner_sum]
  rw [hlin]
  simp only [wick, mul_add, mul_sub, Finset.sum_add_distrib, Finset.sum_sub_distrib]
  linear_combination (-(1 / 4 : ℂ)) * hx (gam b bd Ω U V)
```

Here `hlin` takes the expectation value through the sums, `wick` is the four-operator formula, and `hx` is the relabelling. The final `linear_combination` merges the two terms. Without `hv`, the exchange term −¼ Σ v_pqrs γ_ps γ_qr stays separate. Antisymmetry in the first pair is not required.

## Conditions on U and V: when the a_p are fermions

The energy theorem does not assume the CAR for the a_p. They follow from U U† + V V† = 1 and U Vᵀ + V Uᵀ = 0, whose entries are the numbers to which the fields anticommute.

```lean
/-- If `U U† + V V† = 1` and `U Vᵀ + V Uᵀ = 0`, the particle operators `a_p` satisfy the
canonical anticommutation relations. -/
theorem particle_car [DecidableEq P] (hb : IsVacuum b bd Ω) (U V : Matrix P K ℂ)
    (h1 : U * Uᴴ + V * Vᴴ = 1) (h2 : U * Vᵀ + V * Uᵀ = 0) (p q : P) :
    ann b bd U V p * ann b bd U V q + ann b bd U V q * ann b bd U V p = 0 ∧
    ann b bd U V p * cre b bd U V q + cre b bd U V q * ann b bd U V p =
      if p = q then 1 else 0 := by
  have e1 := congrFun (congrFun h1 p) q
  have e2 := congrFun (congrFun h2 p) q
  simp only [Matrix.add_apply, Matrix.mul_apply, Matrix.conjTranspose_apply,
    Matrix.one_apply, ← Finset.sum_add_distrib] at e1
  simp only [Matrix.add_apply, Matrix.mul_apply, Matrix.transpose_apply,
    Matrix.zero_apply, ← Finset.sum_add_distrib] at e2
  constructor
  · refine (linField_anticomm hb _ _ _ _).trans ?_
    rw [e2, zero_smul]
  · refine (linField_anticomm hb _ _ _ _).trans ?_
    simp only [starRingEnd_apply]
    rw [e1]
    split_ifs <;> simp
```

The proof reads off entry (p, q) of each matrix equation and inserts it into `linField_anticomm`. For one mode with U = V = 1/√2, the first condition holds and the second fails. Then a² = ½ instead of 0, so a is not a fermion operator, although the energy identity remains true.

## Two modes that meet every condition

On ℂ⁴ the basis vectors stand for the empty state, mode 0 filled, mode 1 filled, and both filled. The entry −1 in the second matrix is the fermionic sign.

```lean
/-- The operator on `ℂ⁴` given by a matrix. -/
def op (M : Matrix (Fin 4) (Fin 4) ℂ) : Module.End ℂ (EuclideanSpace ℂ (Fin 4)) where
  toFun x := WithLp.toLp 2 (M *ᵥ x.ofLp)
  map_add' x y := by simp [Matrix.mulVec_add]
  map_smul' c x := by simp [Matrix.mulVec_smul]

/-- The annihilation matrices of two fermionic modes on `ℂ⁴`. -/
def modes : Fin 2 → Matrix (Fin 4) (Fin 4) ℂ :=
  ![!![0, 1, 0, 0; 0, 0, 0, 0; 0, 0, 0, 1; 0, 0, 0, 0],
    !![0, 0, 1, 0; 0, 0, 0, -1; 0, 0, 0, 0; 0, 0, 0, 0]]

/-- The two modes on `ℂ⁴` have the first basis vector as vacuum. -/
theorem vacuum_witness :
    IsVacuum (fun k => op (modes k)) (fun k => op (modes k)ᴴ) !₂[1, 0, 0, 0] where
  adj k x y := by
    fin_cases k <;>
      simp [op, modes, PiLp.inner_apply, Matrix.mulVec, dotProduct, Fin.sum_univ_four]
  anti k l := by
    refine LinearMap.ext fun x => ?_
    ext i
    fin_cases k <;> fin_cases l <;> fin_cases i <;>
      simp [op, modes, dotProduct, Fin.sum_univ_four]
  car k l := by
    refine LinearMap.ext fun x => ?_
    ext i
    fin_cases k <;> fin_cases l <;> fin_cases i <;>
      simp [op, modes, Matrix.mulVec, dotProduct, Fin.sum_univ_four]
  vac k := by
    ext i
    fin_cases k <;> fin_cases i <;>
      simp [op, modes, dotProduct, Fin.sum_univ_four]
  unit := by simp [EuclideanSpace.norm_eq, Fin.sum_univ_four]
```

The rotation a_0 = (3/5) b_0 + (4/5) b_1†, a_1 = (3/5) b_1 − (4/5) b_0† satisfies both matrix conditions. It gives γ_00 = γ_11 = 16/25 and κ_01 = 12/25, the numbers of the opening example. The proofs check the entries one by one.

```lean
/-- The matrices `U = (3/5) 1` and `V = (4/5) (0, 1; -1, 0)` satisfy
`U U† + V V† = 1` and `U Vᵀ + V Uᵀ = 0`. -/
theorem bogoliubov_witness :
    (!![3/5, 0; 0, 3/5] * !![3/5, 0; 0, 3/5]ᴴ +
      !![0, 4/5; -4/5, 0] * !![0, 4/5; -4/5, 0]ᴴ : Matrix (Fin 2) (Fin 2) ℂ) = 1 ∧
    (!![3/5, 0; 0, 3/5] * !![0, 4/5; -4/5, 0]ᵀ +
      !![0, 4/5; -4/5, 0] * !![3/5, 0; 0, 3/5]ᵀ : Matrix (Fin 2) (Fin 2) ℂ) = 0 := by
  constructor <;> ext i j <;>
    simp only [Matrix.add_apply, Matrix.mul_apply, Matrix.conjTranspose_apply,
      Matrix.transpose_apply, Fin.sum_univ_two] <;>
    fin_cases i <;> fin_cases j <;> simp <;> norm_num

end

end HFBEnergy
```

```lean
#print axioms HFBEnergy.linField_adjoint
-- 'HFBEnergy.linField_adjoint' depends on axioms: [propext, Classical.choice, Quot.sound]
#print axioms HFBEnergy.hfb_energy
-- 'HFBEnergy.hfb_energy' depends on axioms: [propext, Classical.choice, Quot.sound]
#print axioms HFBEnergy.particle_car
-- 'HFBEnergy.particle_car' depends on axioms: [propext, Classical.choice, Quot.sound]
```
